# At fixed $\Lambda$ and fixed invertible $R$, the slave-boson mean-field self-energy is affine in frequency and independent of the bare Hamiltonian

Let $R$ be an invertible complex matrix, $\varepsilon$ and $\Lambda$ Hermitian matrices of the same finite size, and $z$ a nonreal frequency. The Green function

$$G(z)=R\,\bigl(z-R^\dagger\varepsilon R-\Lambda\bigr)^{-1}R^\dagger$$

is then invertible, and the self-energy defined by Dyson's equation is

$$\Sigma(z)=z-\varepsilon-G(z)^{-1}=z\,(1-Z^{-1})+(R^\dagger)^{-1}\Lambda R^{-1},\qquad Z=RR^\dagger ,$$

with $Z$ positive definite. The bare Hamiltonian $\varepsilon$ has dropped out. For a given $\varepsilon$, the parameters $R$ and $\Lambda$ are fixed by $G$ up to a unitary gauge transformation.

This is the Green function of rotationally invariant slave bosons (RISB) at mean-field level. The physical electron is represented as $R$ acting on a quasiparticle, and the quasiparticles are non-interacting, with Hamiltonian $R^\dagger\varepsilon R+\Lambda$. The matrix $\Lambda$ collects the Lagrange multipliers of the constraints that tie the quasiparticle density matrix to the bosons. Both $R$ and $\Lambda$ are taken as given here; the saddle-point equations that determine them are not treated.

The matrix indices run over a finite type `n`, for instance the orbitals at one crystal momentum. The notation `Rᴴ` is $R^\dagger$, and `z • 1` is the frequency times the identity.

```lean
import Mathlib

open Matrix
open scoped ComplexOrder Topology

namespace RotationallyInvariantSlaveBosons

noncomputable section

variable {n : Type*} [Fintype n] [DecidableEq n]
```

## The Green function, the weight and Dyson's equation

The quasiparticle propagator is $(z-R^\dagger\varepsilon R-\Lambda)^{-1}$. Multiplying by $R$ on the left and $R^\dagger$ on the right converts it to the physical electron:

$$G(z)=R\,(z-R^\dagger\varepsilon R-\Lambda)^{-1}R^\dagger .$$

```lean
/-- The physical Green function `G(z) = R (z - R† ε R - Λ)⁻¹ R†` of slave-boson mean-field theory,
meaningful where `z - R† ε R - Λ` is invertible. -/
def green (R ε Λ : Matrix n n ℂ) (z : ℂ) : Matrix n n ℂ :=
  R * (z • (1 : Matrix n n ℂ) - Rᴴ * ε * R - Λ)⁻¹ * Rᴴ
```

The matrix that will turn out to be the quasiparticle weight is $Z=RR^\dagger$.

```lean
/-- The matrix `Z = R R†` built from the renormalisation matrix `R`. -/
def weight (R : Matrix n n ℂ) : Matrix n n ℂ := R * Rᴴ
```

The self-energy is what separates $G^{-1}$ from the bare inverse propagator: $\Sigma(z)=(z-\varepsilon)-G(z)^{-1}$.

```lean
/-- The self-energy `Σ(z) = z - ε - G(z)⁻¹` defined by Dyson's equation, meaningful where
`G(z)` exists and is invertible. -/
def selfEnergy (R ε Λ : Matrix n n ℂ) (z : ℂ) : Matrix n n ℂ :=
  z • (1 : Matrix n n ℂ) - ε - (green R ε Λ z)⁻¹
```

Since `selfEnergy` is defined by Dyson's equation, its closed form has to be derived. The definition also fixes a convention: a local one-body term that is left out of $\varepsilon$ and treated together with the interaction is counted as part of $\Sigma$.

## No Hermitian matrix has a nonreal eigenvalue

Suppose $z-H$ were singular for a Hermitian $H$. Then there is a vector $v\neq0$ with $Hv=zv$. Acting to the right and to the left gives

$$v^\dagger Hv=z\,v^\dagger v,\qquad v^\dagger Hv=(Hv)^\dagger v=\bar z\,v^\dagger v .$$

Since $v^\dagger v\neq0$, it follows that $z=\bar z$, which contradicts $\operatorname{Im}z\neq0$.

```lean
/-- For a Hermitian matrix `H` and a nonreal frequency `z`, the matrix `z - H` is invertible. -/
theorem isUnit_sub_hermitian {H : Matrix n n ℂ} (hH : H.IsHermitian) {z : ℂ} (hz : z.im ≠ 0) :
    IsUnit (z • (1 : Matrix n n ℂ) - H) := by
  rw [Matrix.isUnit_iff_isUnit_det, isUnit_iff_ne_zero]
  intro hdet
  obtain ⟨v, hv, hMv⟩ := Matrix.exists_mulVec_eq_zero_iff.mpr hdet
  have h1 : H *ᵥ v = z • v := by
    rw [Matrix.sub_mulVec, Matrix.smul_mulVec, Matrix.one_mulVec] at hMv
    exact (sub_eq_zero.mp hMv).symm
  -- evaluate `v† H v` by acting to the right and to the left
  have h2 : star v ⬝ᵥ H *ᵥ v = z * (star v ⬝ᵥ v) := by
    rw [h1, dotProduct_smul, smul_eq_mul]
  have h3 : star v ⬝ᵥ H *ᵥ v = star z * (star v ⬝ᵥ v) := by
    have h : star v ᵥ* H = star (H *ᵥ v) := by rw [Matrix.star_mulVec, hH.eq]
    rw [Matrix.dotProduct_mulVec, h, h1, star_smul, smul_dotProduct, smul_eq_mul]
  have hs : star v ⬝ᵥ v ≠ 0 := fun h => hv (dotProduct_star_self_eq_zero.mp h)
  have h4 : z = star z := mul_right_cancel₀ hs (h2.symm.trans h3)
  exact hz (Complex.conj_eq_iff_im.mp h4.symm)
```

`IsUnit` means invertible. The proof obtains $v$ from a vanishing determinant; `h2` and `h3` are the two evaluations, and `h4` cancels $v^\dagger v$.

## The weight matrix is positive definite

For $v\neq0$,

$$v^\dagger Zv=(R^\dagger v)^\dagger(R^\dagger v)=\lVert R^\dagger v\rVert^2>0,$$

because $R^\dagger$ is invertible and so $R^\dagger v\neq0$.

```lean
/-- For invertible `R` the matrix `Z = R R†` is positive definite. -/
theorem weight_posDef {R : Matrix n n ℂ} (hR : IsUnit R) : (weight R).PosDef :=
  (Matrix.posSemidef_self_mul_conjTranspose R).posDef_iff_isUnit.mpr (hR.mul hR.star)
```

The Lean proof splits this in two: $RR^\dagger$ is always positive semidefinite, and a positive semidefinite matrix is positive definite exactly when it is invertible.

Physically, invertibility of $R$ says that every combination of orbitals keeps some quasiparticle weight. An orbital-selective Mott phase, in which some combination loses all of it, is therefore excluded. The bound $Z\le1$ expected of a physical saddle point is neither assumed nor derived.

## Inverting the Green function

Write $M=z-R^\dagger\varepsilon R-\Lambda$. The matrix $R^\dagger\varepsilon R+\Lambda$ is Hermitian, so $M$ is invertible for nonreal $z$. Hence $G=RM^{-1}R^\dagger$ is a product of invertible factors, and

$$\begin{aligned}
G^{-1}&=(R^\dagger)^{-1}MR^{-1}\\
&=z\,(R^\dagger)^{-1}R^{-1}-(R^\dagger)^{-1}R^\dagger\,\varepsilon\,RR^{-1}-(R^\dagger)^{-1}\Lambda R^{-1}\\
&=z\,Z^{-1}-\varepsilon-(R^\dagger)^{-1}\Lambda R^{-1},
\end{aligned}$$

where the last line uses $Z^{-1}=(RR^\dagger)^{-1}=(R^\dagger)^{-1}R^{-1}$.

```lean
/-- For invertible `R`, Hermitian `ε` and `Λ`, and nonreal `z`, the Green function is invertible
and `G(z)⁻¹ = z Z⁻¹ - ε - R†⁻¹ Λ R⁻¹`. -/
theorem green_inv {R ε Λ : Matrix n n ℂ} (hR : IsUnit R) (hε : ε.IsHermitian)
    (hΛ : Λ.IsHermitian) {z : ℂ} (hz : z.im ≠ 0) :
    IsUnit (green R ε Λ z) ∧
      (green R ε Λ z)⁻¹ = z • (weight R)⁻¹ - ε - (Rᴴ)⁻¹ * Λ * R⁻¹ := by
  have hRH : IsUnit Rᴴ := hR.star
  have hM : IsUnit (z • (1 : Matrix n n ℂ) - Rᴴ * ε * R - Λ) := by
    rw [sub_sub]
    exact isUnit_sub_hermitian ((Matrix.isHermitian_conjTranspose_mul_mul R hε).add hΛ) hz
  refine ⟨(hR.mul (Matrix.isUnit_nonsing_inv_iff.mpr hM)).mul hRH, ?_⟩
  have h1 : R * R⁻¹ = 1 := Matrix.mul_nonsing_inv R ((Matrix.isUnit_iff_isUnit_det R).mp hR)
  have h2 : (Rᴴ)⁻¹ * Rᴴ = 1 :=
    Matrix.nonsing_inv_mul _ ((Matrix.isUnit_iff_isUnit_det _).mp hRH)
  -- the renormalised hopping is turned back into the bare one
  have h3 : (Rᴴ)⁻¹ * (Rᴴ * ε * R) * R⁻¹ = ε := by
    calc (Rᴴ)⁻¹ * (Rᴴ * ε * R) * R⁻¹ = ((Rᴴ)⁻¹ * Rᴴ) * ε * (R * R⁻¹) := by
          simp only [Matrix.mul_assoc]
      _ = ε := by rw [h1, h2, Matrix.one_mul, Matrix.mul_one]
  calc (green R ε Λ z)⁻¹
      = (Rᴴ)⁻¹ * (z • (1 : Matrix n n ℂ) - Rᴴ * ε * R - Λ) * R⁻¹ := by
        rw [green, Matrix.mul_inv_rev, Matrix.mul_inv_rev,
          Matrix.nonsing_inv_nonsing_inv _ ((Matrix.isUnit_iff_isUnit_det _).mp hM),
          Matrix.mul_assoc (Rᴴ)⁻¹]
    _ = z • ((Rᴴ)⁻¹ * R⁻¹) - (Rᴴ)⁻¹ * (Rᴴ * ε * R) * R⁻¹ - (Rᴴ)⁻¹ * Λ * R⁻¹ := by
        simp only [Matrix.mul_sub, Matrix.sub_mul, Matrix.mul_smul, Matrix.smul_mul,
          Matrix.mul_one]
    _ = z • (weight R)⁻¹ - ε - (Rᴴ)⁻¹ * Λ * R⁻¹ := by
        rw [h3, weight, Matrix.mul_inv_rev]
```

The theorem states both the invertibility of $G$ and the formula for its inverse. In the proof, `hM` is the invertibility of $M$, `h3` turns the renormalised Hamiltonian back into $\varepsilon$, and the final `calc` follows the three lines above.

## The bare Hamiltonian cancels

Inserting $G^{-1}$ into Dyson's equation gives

$$\Sigma(z)=z-\varepsilon-zZ^{-1}+\varepsilon+(R^\dagger)^{-1}\Lambda R^{-1}
=z\,(1-Z^{-1})+(R^\dagger)^{-1}\Lambda R^{-1}.$$

```lean
/-- For invertible `R`, Hermitian `ε` and `Λ`, and nonreal `z`, the self-energy is
`Σ(z) = z (1 - Z⁻¹) + R†⁻¹ Λ R⁻¹`, an expression that does not contain `ε`. -/
theorem selfEnergy_eq {R ε Λ : Matrix n n ℂ} (hR : IsUnit R) (hε : ε.IsHermitian)
    (hΛ : Λ.IsHermitian) {z : ℂ} (hz : z.im ≠ 0) :
    selfEnergy R ε Λ z = z • (1 - (weight R)⁻¹) + (Rᴴ)⁻¹ * Λ * R⁻¹ := by
  rw [selfEnergy, (green_inv hR hε hΛ hz).2, smul_sub]
  abel
```

The independence from $\varepsilon$ holds at fixed $R$ and $\Lambda$; in a self-consistent calculation both of these respond to $\varepsilon$. For a crystal with the same $R$ and $\Lambda$ at every momentum, the formula applies with $\varepsilon=\varepsilon_{\mathbf k}$ and gives a momentum-independent self-energy. RISB shares this locality with dynamical mean-field theory, but its mean-field self-energy is restricted to a constant plus a term linear in frequency.

## The frequency slope gives the quasiparticle weight

For nonreal $w$, each matrix element is

$$\Sigma_{ij}(w)=w\,(1-Z^{-1})_{ij}+\bigl[(R^\dagger)^{-1}\Lambda R^{-1}\bigr]_{ij},$$

and its derivative at $w=z$ is $(1-Z^{-1})_{ij}$. As a matrix, $1-\partial_z\Sigma=Z^{-1}$, which is the usual relation between the slope of the self-energy and the quasiparticle weight.

```lean
/-- For invertible `R` and Hermitian `ε` and `Λ`, the frequency derivative of the self-energy at
a nonreal `z` is `1 - Z⁻¹`, entry by entry. -/
theorem selfEnergy_hasDerivAt {R ε Λ : Matrix n n ℂ} (hR : IsUnit R) (hε : ε.IsHermitian)
    (hΛ : Λ.IsHermitian) {z : ℂ} (hz : z.im ≠ 0) (i j : n) :
    HasDerivAt (fun w => selfEnergy R ε Λ w i j) ((1 - (weight R)⁻¹) i j) z := by
  -- near `z` all frequencies are nonreal, so the closed form applies
  have hev : (fun w => selfEnergy R ε Λ w i j) =ᶠ[𝓝 z]
      fun w => w * (1 - (weight R)⁻¹) i j + ((Rᴴ)⁻¹ * Λ * R⁻¹) i j := by
    have hopen : IsOpen {w : ℂ | w.im ≠ 0} :=
      isOpen_ne_fun Complex.continuous_im continuous_const
    filter_upwards [hopen.mem_nhds hz] with w hw
    rw [selfEnergy_eq hR hε hΛ hw, Matrix.add_apply, Matrix.smul_apply, smul_eq_mul]
  have hlin := ((hasDerivAt_id' z).mul_const ((1 - (weight R)⁻¹) i j)).add_const
    (((Rᴴ)⁻¹ * Λ * R⁻¹) i j)
  exact (hlin.congr_deriv (one_mul _)).congr_of_eventuallyEq hev
```

`HasDerivAt` is the complex derivative. The closed form is available only at nonreal frequencies, so the proof first notes that these form an open set: `hev` says that $\Sigma_{ij}$ agrees with the affine function throughout a neighbourhood of $z$. The quasiparticle weight is normally read off at zero frequency, and the affine expression continues to the real axis with the same slope.

## A unitary rotation of the quasiparticles leaves $G$ unchanged

Let $W$ be unitary, and replace $R$ by $RW$ and $\Lambda$ by $W^\dagger\Lambda W$. Since $z=W^\dagger zW$, the matrix $M$ becomes

$$z-W^\dagger R^\dagger\varepsilon RW-W^\dagger\Lambda W=W^\dagger MW ,$$

whose inverse is $W^\dagger M^{-1}W$. The new Green function is

$$RW\,(W^\dagger M^{-1}W)\,W^\dagger R^\dagger=RM^{-1}R^\dagger=G(z).$$

```lean
/-- Gauge invariance: the Green function is unchanged under `R → R W`, `Λ → W† Λ W` with `W`
unitary. -/
theorem green_gauge (R ε Λ : Matrix n n ℂ) (z : ℂ) {W : Matrix n n ℂ}
    (hW : W ∈ Matrix.unitaryGroup n ℂ) :
    green (R * W) ε (Wᴴ * Λ * W) z = green R ε Λ z := by
  have h2 : W * Wᴴ = 1 := Matrix.mem_unitaryGroup_iff.mp hW
  have h1 : Wᴴ * W = 1 := mul_eq_one_comm.mp h2
  have h : z • (1 : Matrix n n ℂ) - (R * W)ᴴ * ε * (R * W) - Wᴴ * Λ * W
      = Wᴴ * (z • (1 : Matrix n n ℂ) - Rᴴ * ε * R - Λ) * W := by
    simp only [Matrix.conjTranspose_mul, Matrix.mul_sub, Matrix.sub_mul, Matrix.mul_smul,
      Matrix.smul_mul, Matrix.mul_one, Matrix.mul_assoc, h1]
  unfold green
  rw [h, Matrix.mul_inv_rev, Matrix.mul_inv_rev, Matrix.inv_eq_right_inv h2,
    Matrix.inv_eq_right_inv h1, Matrix.conjTranspose_mul]
  generalize (z • (1 : Matrix n n ℂ) - Rᴴ * ε * R - Λ)⁻¹ = N
  calc R * W * (Wᴴ * (N * W)) * (Wᴴ * Rᴴ) = R * (W * Wᴴ) * N * (W * Wᴴ) * Rᴴ := by
        simp only [Matrix.mul_assoc]
    _ = R * N * Rᴴ := by simp only [h2, Matrix.mul_one]
```

The theorem places no condition on $R$, $\varepsilon$, $\Lambda$ or $z$. Where $M$ is singular, Mathlib sets its inverse to zero, and the equality then carries no physical content. The step `h` is the transformation of $M$, and the closing `calc` removes the two factors $WW^\dagger$.

## Equal Green functions imply gauge-equivalent parameters

Suppose $(R,\Lambda)$ and $(R',\Lambda')$, with the same $\varepsilon$, give equal Green functions at two distinct nonreal frequencies $z$ and $w$. Write $Z'=R'R'^\dagger$, $S=(R^\dagger)^{-1}\Lambda R^{-1}$ and $S'=(R'^\dagger)^{-1}\Lambda'R'^{-1}$. Equating the inverse Green functions gives

$$zZ^{-1}-S=zZ'^{-1}-S',\qquad wZ^{-1}-S=wZ'^{-1}-S'.$$

Subtracting the second equation from the first leaves $(z-w)(Z^{-1}-Z'^{-1})=0$. Hence $Z=Z'$, and then $S=S'$. Now set $W=R^{-1}R'$, so that $R'=RW$. This matrix is unitary,

$$WW^\dagger=R^{-1}R'R'^\dagger(R^\dagger)^{-1}=R^{-1}RR^\dagger(R^\dagger)^{-1}=1,$$

and it transforms $\Lambda$ as required:

$$W^\dagger\Lambda W=R'^\dagger(R^\dagger)^{-1}\Lambda R^{-1}R'=R'^\dagger SR'=R'^\dagger S'R'=\Lambda'.$$

```lean
/-- Converse of gauge invariance: if two parameter sets with invertible `R`, `R'` and Hermitian
`ε`, `Λ`, `Λ'` give the same Green function at two distinct nonreal frequencies, then a unitary
`W` relates them by `R' = R W` and `Λ' = W† Λ W`. -/
theorem gauge_of_green_eq {R R' ε Λ Λ' : Matrix n n ℂ} (hR : IsUnit R) (hR' : IsUnit R')
    (hε : ε.IsHermitian) (hΛ : Λ.IsHermitian) (hΛ' : Λ'.IsHermitian) {z w : ℂ}
    (hz : z.im ≠ 0) (hw : w.im ≠ 0) (hzw : z ≠ w)
    (hGz : green R ε Λ z = green R' ε Λ' z) (hGw : green R ε Λ w = green R' ε Λ' w) :
    ∃ W ∈ Matrix.unitaryGroup n ℂ, R' = R * W ∧ Λ' = Wᴴ * Λ * W := by
  have ez := congrArg (fun G => G⁻¹) hGz
  have ew := congrArg (fun G => G⁻¹) hGw
  simp only [(green_inv hR hε hΛ hz).2, (green_inv hR' hε hΛ' hz).2] at ez
  simp only [(green_inv hR hε hΛ hw).2, (green_inv hR' hε hΛ' hw).2] at ew
  -- the part linear in frequency fixes `Z`, the rest fixes the static part
  have hd : (z - w) • ((weight R)⁻¹ - (weight R')⁻¹) = 0 := by
    linear_combination (norm := module) ez - ew
  have hZi : (weight R)⁻¹ = (weight R')⁻¹ :=
    sub_eq_zero.mp ((smul_eq_zero.mp hd).resolve_left (sub_ne_zero.mpr hzw))
  have hL : (Rᴴ)⁻¹ * Λ * R⁻¹ = (R'ᴴ)⁻¹ * Λ' * R'⁻¹ := by
    rw [hZi] at ez
    exact sub_right_injective ez
  have hZ : R * Rᴴ = R' * R'ᴴ := by
    have h := congrArg (fun G => G⁻¹) hZi
    rwa [Matrix.nonsing_inv_nonsing_inv _
        ((Matrix.isUnit_iff_isUnit_det _).mp (weight_posDef hR).isUnit),
      Matrix.nonsing_inv_nonsing_inv _
        ((Matrix.isUnit_iff_isUnit_det _).mp (weight_posDef hR').isUnit)] at h
  have dR := (Matrix.isUnit_iff_isUnit_det R).mp hR
  have dR' := (Matrix.isUnit_iff_isUnit_det R').mp hR'
  have dH := (Matrix.isUnit_iff_isUnit_det Rᴴ).mp hR.star
  have dH' := (Matrix.isUnit_iff_isUnit_det R'ᴴ).mp hR'.star
  have hWH : (R⁻¹ * R')ᴴ = R'ᴴ * (Rᴴ)⁻¹ := by
    rw [Matrix.conjTranspose_mul, Matrix.conjTranspose_nonsing_inv]
  refine ⟨R⁻¹ * R', Matrix.mem_unitaryGroup_iff.mpr ?_, ?_, ?_⟩
  · rw [Matrix.star_eq_conjTranspose, hWH]
    calc R⁻¹ * R' * (R'ᴴ * (Rᴴ)⁻¹) = R⁻¹ * (R' * R'ᴴ) * (Rᴴ)⁻¹ := by
          simp only [Matrix.mul_assoc]
      _ = (R⁻¹ * R) * (Rᴴ * (Rᴴ)⁻¹) := by rw [← hZ]; simp only [Matrix.mul_assoc]
      _ = 1 := by rw [Matrix.nonsing_inv_mul _ dR, Matrix.mul_nonsing_inv _ dH, Matrix.one_mul]
  · rw [← Matrix.mul_assoc, Matrix.mul_nonsing_inv _ dR, Matrix.one_mul]
  · rw [hWH]
    calc Λ' = (R'ᴴ * (R'ᴴ)⁻¹) * Λ' * (R'⁻¹ * R') := by
          rw [Matrix.mul_nonsing_inv _ dH', Matrix.nonsing_inv_mul _ dR', Matrix.one_mul,
            Matrix.mul_one]
      _ = R'ᴴ * ((R'ᴴ)⁻¹ * Λ' * R'⁻¹) * R' := by simp only [Matrix.mul_assoc]
      _ = R'ᴴ * (Rᴴ)⁻¹ * Λ * (R⁻¹ * R') := by rw [← hL]; simp only [Matrix.mul_assoc]

end

end RotationallyInvariantSlaveBosons
```

```lean
#print axioms RotationallyInvariantSlaveBosons.selfEnergy_hasDerivAt
-- 'RotationallyInvariantSlaveBosons.selfEnergy_hasDerivAt' depends on axioms: [propext, Classical.choice, Quot.sound]
#print axioms RotationallyInvariantSlaveBosons.green_gauge
-- 'RotationallyInvariantSlaveBosons.green_gauge' depends on axioms: [propext, Classical.choice, Quot.sound]
#print axioms RotationallyInvariantSlaveBosons.gauge_of_green_eq
-- 'RotationallyInvariantSlaveBosons.gauge_of_green_eq' depends on axioms: [propext, Classical.choice, Quot.sound]
```

In the proof, `hd` is the subtracted equation, `hZ` is $Z=Z'$ and `hL` is $S=S'$. The three bullets after `refine` establish unitarity, $R'=RW$ and $\Lambda'=W^\dagger\Lambda W$.

The theorem takes agreement at both frequencies as a hypothesis, although $G(\bar z)=G(z)^\dagger$ means that agreement at $z$ already brings agreement at $\bar z$. When two mean-field solutions for the same $\varepsilon$ are compared numerically, differing entries of $R$ and $\Lambda$ can thus be a matter of gauge, while $Z$ and $S$ can be compared directly.

## One orbital

For a single orbital, $R=r$ is a nonzero complex number, $\varepsilon$ and $\Lambda=\lambda$ are real, and $Z=|r|^2$. The formulas reduce to

$$G(z)=\frac{Z}{z-Z\varepsilon-\lambda},\qquad \Sigma(z)=z\Bigl(1-\frac1Z\Bigr)+\frac{\lambda}{Z}.$$

The Green function has one pole, at the quasiparticle energy $Z\varepsilon+\lambda$, with residue $Z$. The gauge transformation is a phase change of $r$, which leaves $\lambda$ as it is. At $r=1$ and $\lambda=0$ the self-energy vanishes and the bare electron is recovered. As $r\to0$ the residue goes to zero and the slope of $\Sigma$ diverges, which is the Brinkman–Rice picture of the Mott transition.
